# If terms with two or more pairs vanish, a sum over pair configurations reduces to the empty term and one equal term per orbital

Each configuration is a subset `e` of a finite set `s` of orbitals, namely those holding a pair, and contributes a real number `f e.card` that depends only on how many pairs there are. If `f` vanishes for two or more pairs, the lemma says that the sum over all configurations is `f 0` plus the number of orbitals in `s` times `f 1`. No Hamiltonian or wave function enters: this is a counting identity. The proof groups the subsets by size, which brings in binomial coefficients, and treats an empty `s` separately. Otherwise it splits off the terms for zero pairs and one pair, and leaves `simp` to remove the rest and match the two sides.

An attempt in Lean 4 with a fault in it:

```lean
import Mathlib

open Filter Topology Polynomial

namespace SumConfigurations

noncomputable section

/-- If a quantity depends only on the number of pairs and vanishes for two or more, its sum over
configurations of the orbitals `s` has one empty term and one term per orbital. -/
theorem sum_configurations {K : ℕ} (f : ℕ → ℝ) (s : Finset (Fin K))
    (hf : ∀ m, f (m + 2) = 0) :
    ∑ e ∈ s.powerset, f e.card = f 0 + s.card * f 1 := by
  rw [Finset.sum_powerset_apply_card]
  rcases s.card with _ | n
  · simp
  · rw [Finset.sum_range_succ', Finset.sum_range_succ']
    simp [hf, add_comm]

end

end SumConfigurations
```

Compiling this gives:

```
Main.lean:17:2: error: unsolved goals
case succ
K : ℕ
f : ℕ → ℝ
s : Finset (Fin K)
hf : ∀ (m : ℕ), f (m + 2) = 0
n : ℕ
⊢ ∑ x ∈ Finset.range n, ↑((n + 1).choose (1 + (x + 1))) * f (1 + (x + 1)) = 0
Main.lean:18:10: warning: This simp argument is unused:
  hf

Hint: Omit it from the simp argument list.
  [apply] simp [add_comm]

Note: This linter can be disabled with `set_option linter.unusedSimpArgs false`
```

After these edits no error is left:

```diff
@@ -16,5 +16,8 @@
   · simp
   · rw [Finset.sum_range_succ', Finset.sum_range_succ']
-    simp [hf, add_comm]
+    have hz : ∀ m, f (m + 1 + 1) = 0 := hf
+    simp only [hz, smul_zero, Finset.sum_const_zero, zero_add, Nat.choose_one_right,
+      Nat.choose_zero_right, nsmul_eq_mul, Nat.cast_one, one_mul]
+    ring
 
 end
```

Cause. The error shows what `simp` could not finish: a sum of terms containing `f (1 + (x + 1))` still has to be shown to be zero. Each term does vanish by `hf`, but `hf` is stated for `f (m + 2)`. The two uses of `Finset.sum_range_succ'` had produced the argument `x + 1 + 1`, and `add_comm`, which `simp` may apply inside arguments too, turned it into `1 + (x + 1)`. That form does not match `hf`, so `hf` was never used, as the warning says.

The repair restates `hf` as `hz`, with the argument written `m + 1 + 1`, just as it appears in the sum. The new `simp only` call leaves out `add_comm`, so the argument keeps that form and `hz` makes every term of the sum zero. The other lemmas in the list clear away the zeros and simplify the two remaining binomial coefficients. What is left differs from the right-hand side at most by ordinary algebra, such as the order of the terms, and `ring` closes it.
